# Square-wave Fourier partial sums attain their global maximum at their first positive critical point

Let $N$ be a natural number and $x$ a real, dimensionless phase. The partial sum with the first $N$ odd harmonics is

$$Q_N(x)=\sum_{k=0}^{N-1}\frac{\sin((2k+1)x)}{2k+1}.$$

The index $k$ starts at 0, as in Lean's `range N`, so the frequencies are $1,3,\dots,2N-1$. The full series represents a square wave of period $2\pi$ that takes the values $\pm\pi/4$ and jumps at the multiples of $\pi$. A prime denotes the derivative with respect to $x$.

```lean
import Mathlib

open Real Finset

namespace SquareWaveGibbsPeak

noncomputable section
```

In Lean, $Q_N$ is `squareSum N`, a function from the reals to the reals.

```lean
/-- The square-wave Fourier partial sum with the first `N` odd harmonics,
`sin x + sin (3x) / 3 + ... + sin ((2N-1)x) / (2N-1)`. -/
def squareSum (N : ℕ) (x : ℝ) : ℝ :=
  ∑ k ∈ range N, Real.sin ((2 * (k : ℝ) + 1) * x) / (2 * (k : ℝ) + 1)
```

For $N\ge 1$ and $\sin x\neq 0$, define also

$$H_N(x)=Q_N(x)+\frac{1+\cos 2Nx}{4N\sin x}.$$

This auxiliary function, `envelope N`, is used only where $\sin x>0$.

```lean
/-- The partial sum plus the correction `(1 + cos (2Nx)) / (4N sin x)`. -/
def envelope (N : ℕ) (x : ℝ) : ℝ :=
  squareSum N x + (1 + Real.cos (2 * (N : ℝ) * x)) / (4 * (N : ℝ) * Real.sin x)
```

## (a) The slope as a cosine sum

Show that $Q_N$ is differentiable at every real $x$, with

$$Q_N'(x)=\sum_{k=0}^{N-1}\cos((2k+1)x).$$

The sum is finite, so it can be differentiated term by term. The chain rule brings down a factor $2k+1$ from each sine, and this cancels the denominator.

In the Lean proof, `h` is the statement for one term and `HasDerivAt.fun_sum` adds the terms. `HasDerivAt` asserts that the derivative exists and has the stated value.

```lean
/-- The slope of the partial sum is the sum of the odd cosine harmonics. -/
theorem hasDerivAt_squareSum (N : ℕ) (x : ℝ) :
    HasDerivAt (squareSum N) (∑ k ∈ range N, Real.cos ((2 * (k : ℝ) + 1) * x)) x := by
  have h : ∀ k ∈ range N, HasDerivAt
      (fun y : ℝ => Real.sin ((2 * (k : ℝ) + 1) * y) / (2 * (k : ℝ) + 1))
      (Real.cos ((2 * (k : ℝ) + 1) * x)) x := by
    intro k _
    have hk : (2 * (k : ℝ) + 1) ≠ 0 := by positivity
    have h1 := (((hasDerivAt_id' x).const_mul (2 * (k : ℝ) + 1)).sin).div_const
      (2 * (k : ℝ) + 1)
    refine h1.congr_deriv ?_
    rw [mul_one, mul_div_assoc, div_self hk, mul_one]
  have h2 := HasDerivAt.fun_sum h
  exact h2
```

## (b) Closed forms for the odd harmonics

Write $S_N(x)=\sum_{k=0}^{N-1}\sin((2k+1)x)$. Show that, for all $N$ and $x$,

$$2\sin x\,Q_N'(x)=\sin 2Nx,\qquad 2\sin x\,S_N(x)=1-\cos 2Nx.$$

The addition theorems give

$$2\sin x\cos((2k+1)x)=\sin((2k+2)x)-\sin(2kx),$$
$$2\sin x\sin((2k+1)x)=\cos(2kx)-\cos((2k+2)x).$$

Summed over $k$, both right-hand sides telescope, leaving $\sin 2Nx-\sin 0$ and $\cos 0-\cos 2Nx$.

Lean carries out the telescoping as an induction on $N$. The equations `e1` and `e2` write the two neighbouring even multiples of $x$ as $(2n+1)x\pm x$, so that the addition theorems apply.

```lean
/-- Closed forms of the sums of odd cosine and odd sine harmonics. -/
theorem odd_harmonic_sums (N : ℕ) (x : ℝ) :
    2 * Real.sin x * (∑ k ∈ range N, Real.cos ((2 * (k : ℝ) + 1) * x))
        = Real.sin (2 * (N : ℝ) * x) ∧
    2 * Real.sin x * (∑ k ∈ range N, Real.sin ((2 * (k : ℝ) + 1) * x))
        = 1 - Real.cos (2 * (N : ℝ) * x) := by
  induction N with
  | zero => simp
  | succ n ih =>
    -- both sums telescope, by the addition theorems around (2n+1)x
    have e1 : 2 * ((n : ℝ) + 1) * x = (2 * (n : ℝ) + 1) * x + x := by ring
    have e2 : 2 * (n : ℝ) * x = (2 * (n : ℝ) + 1) * x - x := by ring
    constructor
    · rw [sum_range_succ, mul_add, ih.1]
      push_cast
      rw [e1, e2, Real.sin_add, Real.sin_sub]
      ring
    · rw [sum_range_succ, mul_add, ih.2]
      push_cast
      rw [e1, e2, Real.cos_add, Real.cos_sub]
      ring
```

## (c) The sign on the open half period

Show that, for $N\ge1$ and $0<x<\pi$,

$$Q_N(x)>0.$$

Here $\sin x>0$, so the second identity in (b) gives $S_n(x)\ge0$ for every $n$. It is enough to prove, for every $n\ge0$,

$$S_{n+1}(x)<(2n+3)\,Q_{n+1}(x),$$

because the left side is nonnegative, and $N=n+1$ for some $n$.

For $n=0$ this reads $\sin x<3\sin x$. Suppose that it holds for $n$, and put $s=\sin((2n+3)x)$. Then

$$(2n+3)Q_{n+2}(x)=(2n+3)Q_{n+1}(x)+s>S_{n+1}(x)+s=S_{n+2}(x)\ge0.$$

Hence $Q_{n+2}(x)>0$, and raising the factor from $2n+3$ to $2n+5$ only enlarges the left side. This gives the inequality for $n+1$.

In the code, `hS` is the nonnegativity of the sine sums and `key` is the inequality proved by induction. Within the step, `h2` is the displayed line and `h3` the positivity that follows from it.

```lean
/-- With at least one harmonic, the partial sum is positive on the open half period `(0, π)`. -/
theorem squareSum_pos {N : ℕ} (hN : 1 ≤ N) {x : ℝ} (h0 : 0 < x) (h1 : x < π) :
    0 < squareSum N x := by
  have hs : 0 < Real.sin x := Real.sin_pos_of_pos_of_lt_pi h0 h1
  have hS : ∀ n : ℕ, 0 ≤ ∑ k ∈ range n, Real.sin ((2 * (k : ℝ) + 1) * x) := by
    intro n
    by_contra hneg
    have hm := mul_neg_of_pos_of_neg hs (not_le.mp hneg)
    linarith [(odd_harmonic_sums n x).2, Real.cos_le_one (2 * (n : ℝ) * x)]
  -- summation by parts, written as an induction
  have key : ∀ n : ℕ, ∑ k ∈ range (n + 1), Real.sin ((2 * (k : ℝ) + 1) * x)
      < (2 * (n : ℝ) + 3) * squareSum (n + 1) x := by
    intro n
    induction n with
    | zero =>
      have e1 : ∑ k ∈ range (0 + 1), Real.sin ((2 * (k : ℝ) + 1) * x) = Real.sin x := by simp
      have e2 : squareSum (0 + 1) x = Real.sin x := by simp [squareSum]
      rw [e1, e2]
      push_cast
      linarith
    | succ n ih =>
      have hd : ∀ s : ℝ, (2 * (n : ℝ) + 3) * (s / (2 * ((n + 1 : ℕ) : ℝ) + 1)) = s := by
        intro s
        have h : 2 * ((n + 1 : ℕ) : ℝ) + 1 = 2 * (n : ℝ) + 3 := by push_cast; ring
        rw [h]
        field_simp
      have hQ : squareSum (n + 1 + 1) x = squareSum (n + 1) x +
          Real.sin ((2 * ((n + 1 : ℕ) : ℝ) + 1) * x) / (2 * ((n + 1 : ℕ) : ℝ) + 1) := by
        unfold squareSum
        exact sum_range_succ _ _
      have h2 : ∑ k ∈ range (n + 1 + 1), Real.sin ((2 * (k : ℝ) + 1) * x)
          < (2 * (n : ℝ) + 3) * squareSum (n + 1 + 1) x := by
        rw [hQ, sum_range_succ, mul_add, hd]
        linarith
      have h3 : 0 < squareSum (n + 1 + 1) x :=
        (mul_pos_iff_of_pos_left (by positivity)).mp ((hS _).trans_lt h2)
      push_cast
      linarith
  obtain ⟨n, rfl⟩ : ∃ n, N = n + 1 := ⟨N - 1, by omega⟩
  exact (mul_pos_iff_of_pos_left (by positivity)).mp ((hS _).trans_lt (key n))
```

## (d) The slope of the auxiliary function

Show that, for $N\ge1$ and $\sin x>0$,

$$H_N'(x)=-\frac{(1+\cos 2Nx)\cos x}{4N\sin^2x}.$$

By the quotient rule, the added term has derivative

$$-\frac{\sin 2Nx}{2\sin x}-\frac{(1+\cos 2Nx)\cos x}{4N\sin^2x}.$$

By (b), $Q_N'(x)=\sin 2Nx/(2\sin x)$, which cancels the first fraction.

Lean uses the identity in the other direction, replacing $\sin 2Nx$ by $2\sin x\,Q_N'(x)$. It then treats the cosine sum and $\cos 2Nx$ as plain variables `D` and `C`, and `field_simp` and `ring` finish the algebra.

```lean
/-- The slope of the envelope wherever `sin x` is positive. -/
theorem hasDerivAt_envelope {N : ℕ} (hN : 1 ≤ N) {x : ℝ} (hs : 0 < Real.sin x) :
    HasDerivAt (envelope N) (-((1 + Real.cos (2 * (N : ℝ) * x)) * Real.cos x
      / (4 * (N : ℝ) * Real.sin x ^ 2))) x := by
  have hN0 : (N : ℝ) ≠ 0 := by
    have : N ≠ 0 := by omega
    exact_mod_cast this
  have hs0 : Real.sin x ≠ 0 := hs.ne'
  have hc : HasDerivAt (fun t : ℝ => 1 + Real.cos (2 * (N : ℝ) * t))
      (-Real.sin (2 * (N : ℝ) * x) * (2 * (N : ℝ))) x := by
    have h := (((hasDerivAt_id' x).const_mul (2 * (N : ℝ))).cos).const_add 1
    exact h.congr_deriv (by ring)
  have hd : HasDerivAt (fun t : ℝ => 4 * (N : ℝ) * Real.sin t)
      (4 * (N : ℝ) * Real.cos x) x := (Real.hasDerivAt_sin x).const_mul _
  have h := (hasDerivAt_squareSum N x).fun_add
    (hc.fun_div hd (mul_ne_zero (mul_ne_zero four_ne_zero hN0) hs0))
  refine HasDerivAt.congr_deriv h ?_
  -- the oscillating slope of the partial sum cancels
  rw [← (odd_harmonic_sums N x).1]
  generalize (∑ k ∈ range N, Real.cos ((2 * (k : ℝ) + 1) * x)) = D
  generalize Real.cos (2 * (N : ℝ) * x) = C
  field_simp
  ring
```

## (e) The bound on a quarter period

Show that, for $N\ge1$ and $0\le x\le\pi/2$,

$$Q_N(x)\le Q_N\!\left(\frac{\pi}{2N}\right).$$

Write $x_1=\pi/(2N)$, which is at most $\pi/2$. For $0<t<x_1$ we have $0<2Nt<\pi$, so $\sin 2Nt$ and $\sin t$ are both positive. By (b), $Q_N'(t)>0$, so $Q_N$ rises on $[0,x_1]$.

For $x_1\le x\le\pi/2$, part (d) gives $H_N'\le0$, since $\cos x\ge0$ and $1+\cos 2Nx\ge0$. The term added to $Q_N$ in $H_N$ is nonnegative there, and it vanishes at $x_1$ because $\cos 2Nx_1=\cos\pi=-1$. Therefore

$$Q_N(x)\le H_N(x)\le H_N(x_1)=Q_N(x_1).$$

For $N=1$ this second interval is the single point $\pi/2$.

The Lean proof splits at the same point. `monotoneOn_of_deriv_nonneg` handles the rise, and `antitoneOn_of_deriv_nonpos` handles the decreasing $H_N$. The facts `h4`, `h2` and `h3` are the three relations in the displayed chain, from left to right.

```lean
/-- On the quarter period `[0, π/2]` the partial sum never exceeds its value at `π/(2N)`. -/
theorem squareSum_le_quarter {N : ℕ} (hN : 1 ≤ N) {x : ℝ} (h0 : 0 ≤ x) (h1 : x ≤ π / 2) :
    squareSum N x ≤ squareSum N (π / (2 * (N : ℝ))) := by
  have hN1 : (1 : ℝ) ≤ N := by exact_mod_cast hN
  have hN2 : (0 : ℝ) < 2 * N := by linarith
  have hp := Real.pi_pos
  have hh0 : 0 < π / (2 * (N : ℝ)) := div_pos hp hN2
  have hh : π / (2 * (N : ℝ)) ≤ π / 2 := by
    rw [div_le_iff₀ hN2]
    nlinarith [mul_le_mul_of_nonneg_left hN1 hp.le]
  rcases le_total x (π / (2 * (N : ℝ))) with hx | hx
  · -- up to the first peak the slope is nonnegative
    have hm : MonotoneOn (squareSum N) (Set.Icc 0 (π / (2 * (N : ℝ)))) := by
      refine monotoneOn_of_deriv_nonneg (convex_Icc _ _)
        (fun t _ => (hasDerivAt_squareSum N t).continuousAt.continuousWithinAt)
        (fun t _ => (hasDerivAt_squareSum N t).differentiableAt.differentiableWithinAt) ?_
      intro t ht
      rw [interior_Icc] at ht
      rw [(hasDerivAt_squareSum N t).deriv]
      have hs : 0 < Real.sin t :=
        Real.sin_pos_of_pos_of_lt_pi ht.1 (by linarith [ht.2])
      have ht2 := (lt_div_iff₀ hN2).mp ht.2
      have hS : 0 ≤ Real.sin (2 * (N : ℝ) * t) :=
        Real.sin_nonneg_of_nonneg_of_le_pi (mul_pos hN2 ht.1).le (by linarith)
      by_contra hneg
      have hm := mul_neg_of_pos_of_neg hs (not_le.mp hneg)
      linarith [(odd_harmonic_sums N t).1]
    exact hm ⟨h0, hx⟩ ⟨hh0.le, le_rfl⟩ hx
  · -- beyond it the decreasing envelope takes over
    have hsin : ∀ t ∈ Set.Icc (π / (2 * (N : ℝ))) (π / 2), 0 < Real.sin t := fun t ht =>
      Real.sin_pos_of_pos_of_lt_pi (by linarith [ht.1]) (by linarith [ht.2])
    have ha : AntitoneOn (envelope N) (Set.Icc (π / (2 * (N : ℝ))) (π / 2)) := by
      refine antitoneOn_of_deriv_nonpos (convex_Icc _ _)
        (fun t ht => (hasDerivAt_envelope hN (hsin t ht)).continuousAt.continuousWithinAt)
        (fun t ht => (hasDerivAt_envelope hN
          (hsin t (interior_subset ht))).differentiableAt.differentiableWithinAt) ?_
      intro t ht
      have ht' := interior_subset ht
      rw [(hasDerivAt_envelope hN (hsin t ht')).deriv]
      have hc : 0 ≤ Real.cos t :=
        Real.cos_nonneg_of_neg_pi_div_two_le_of_le (by linarith [ht'.1]) ht'.2
      have hC : 0 ≤ 1 + Real.cos (2 * (N : ℝ) * t) := by
        linarith [Real.neg_one_le_cos (2 * (N : ℝ) * t)]
      exact neg_nonpos.mpr (div_nonneg (mul_nonneg hC hc) (by positivity))
    have h2 := ha ⟨le_rfl, hh⟩ ⟨hx, h1⟩ hx
    have e : 2 * (N : ℝ) * (π / (2 * (N : ℝ))) = π := mul_div_cancel₀ π hN2.ne'
    have h3 : envelope N (π / (2 * (N : ℝ))) = squareSum N (π / (2 * (N : ℝ))) := by
      unfold envelope
      rw [e, Real.cos_pi, add_neg_cancel, zero_div, add_zero]
    have h4 : 0 ≤ (1 + Real.cos (2 * (N : ℝ) * x)) / (4 * (N : ℝ) * Real.sin x) :=
      div_nonneg (by linarith [Real.neg_one_le_cos (2 * (N : ℝ) * x)])
        (mul_nonneg (by linarith) (hsin x ⟨hx, h1⟩).le)
    rw [h3] at h2
    unfold envelope at h2
    linarith
```

## (f) Reflection and half-period shift

Show that, for all $N$ and $x$,

$$Q_N(-x)=-Q_N(x),\qquad Q_N(x+\pi)=-Q_N(x).$$

Every sine is odd, which gives the first equation. For the second, the shift adds $(2k+1)\pi$ to the phase of each term. This is an odd multiple of $\pi$, so each term changes sign. Lean separates the added phase into $\pi$ and $k$ full periods.

```lean
/-- The partial sum is odd, and it changes sign under a shift by half a period. -/
theorem squareSum_symmetry (N : ℕ) (x : ℝ) :
    squareSum N (-x) = -squareSum N x ∧ squareSum N (x + π) = -squareSum N x := by
  unfold squareSum
  constructor
  · rw [← sum_neg_distrib]
    refine sum_congr rfl fun k _ => ?_
    rw [mul_neg, Real.sin_neg, neg_div]
  · rw [← sum_neg_distrib]
    refine sum_congr rfl fun k _ => ?_
    have e : (2 * (k : ℝ) + 1) * (x + π) = ((2 * (k : ℝ) + 1) * x + π) + k * (2 * π) := by ring
    rw [e, Real.sin_add_nat_mul_two_pi, Real.sin_add_pi, neg_div]
```

## (g) The magnitude on the whole line

Show that, for $N\ge1$ and every real $x$,

$$|Q_N(x)|\le Q_N\!\left(\frac{\pi}{2N}\right).$$

By (f), $|Q_N|$ has period $\pi$, so $x$ can be replaced by some $y$ with $0\le y<\pi$. If $y=0$, then $Q_N(y)=0$, and (e) at the origin shows that the right side is nonnegative. If $y>0$, then $Q_N(y)>0$ by (c), and the absolute value can be removed. For $y\le\pi/2$, (e) applies directly. For $y\ge\pi/2$, (f) gives

$$Q_N(\pi-y)=-Q_N(-y)=Q_N(y),$$

and $\pi-y$ lies in the quarter period covered by (e).

The periodicity is `hper`, the choice of $y$ comes from `exists_mem_Ico₀`, and the reflection is `hr`.

```lean
/-- On the whole line the magnitude of the partial sum is at most its value at `π/(2N)`. -/
theorem abs_squareSum_le {N : ℕ} (hN : 1 ≤ N) (x : ℝ) :
    |squareSum N x| ≤ squareSum N (π / (2 * (N : ℝ))) := by
  have hper : Function.Periodic (fun t => |squareSum N t|) π := by
    intro t
    show |squareSum N (t + π)| = |squareSum N t|
    rw [(squareSum_symmetry N t).2, abs_neg]
  obtain ⟨y, hy, hxy⟩ := hper.exists_mem_Ico₀ Real.pi_pos x
  have hxy' : |squareSum N x| = |squareSum N y| := hxy
  rw [hxy']
  have hp := Real.pi_pos
  rcases hy.1.eq_or_lt with h | h
  · have hz : squareSum N 0 = 0 := by simp [squareSum]
    have hq := squareSum_le_quarter hN (le_refl (0 : ℝ)) (by linarith)
    rw [← h, hz, abs_zero]
    rwa [hz] at hq
  · rw [abs_of_pos (squareSum_pos hN h hy.2)]
    rcases le_total y (π / 2) with h2 | h2
    · exact squareSum_le_quarter hN h.le h2
    · -- reflect the second quarter period onto the first
      have hr : squareSum N (-y + π) = squareSum N y := by
        rw [(squareSum_symmetry N (-y)).2, (squareSum_symmetry N y).1, neg_neg]
      rw [← hr]
      exact squareSum_le_quarter hN (by linarith [hy.2]) (by linarith)
```

## (h) Critical points and the global maximum

Let $N\ge1$. Show that the points of $(0,\pi)$ where $Q_N'(x)=0$ are exactly

$$x=\frac{j\pi}{2N},\qquad j=1,\dots,2N-1,$$

and that $Q_N(x)\le Q_N(\pi/(2N))$ for every real $x$.

On $(0,\pi)$, $\sin x\ne0$, so by (b) the slope vanishes exactly when $\sin 2Nx=0$, that is, when $2Nx=j\pi$ for an integer $j$. The condition $0<x<\pi$ becomes $0<j<2N$. The inequality follows from (g), since $Q_N(x)\le|Q_N(x)|$.

The Lean theorem joins the two claims by `∧`. The first is an equivalence for each real `x`: membership in the open interval `Set.Ioo 0 π` together with a vanishing `deriv` on one side, and the existence of a natural number `j` in the stated range on the other. Its only hypothesis, `hN`, is that there is at least one harmonic. In the forward direction, `Real.sin_eq_zero_iff` supplies an integer, which the bounds on $x$ turn into the natural number `j`.

The theorem does not sort the critical points into maxima and minima, and it does not say that the maximiser is unique. By (f), the same maximum is attained at $\pi-\pi/(2N)$, which is a different point when $N\ge2$, and both points recur every $2\pi$. The Gibbs phenomenon concerns the height of this peak above the plateau as $N$ grows, whereas the result here fixes its position at each finite $N$ and computes no height or limit.

For a one-dimensional square-wave potential with equally wide high and low parts, expanded in plane waves with a sharp cutoff that keeps the first $N$ odd harmonics, this locates highest points of the truncated profile: with spatial period $L$, there is one at distance $L/(4N)$ from each jump, on its high side.

```lean
/-- With at least one harmonic, the critical points of the partial sum in `(0, π)` are exactly
`jπ/(2N)` with `0 < j < 2N`, and its global maximum over the real line is attained at `π/(2N)`. -/
theorem critical_points_and_global_max {N : ℕ} (hN : 1 ≤ N) :
    (∀ x : ℝ, (x ∈ Set.Ioo 0 π ∧ deriv (squareSum N) x = 0) ↔
      ∃ j : ℕ, 0 < j ∧ j < 2 * N ∧ x = (j : ℝ) * π / (2 * (N : ℝ))) ∧
    ∀ x : ℝ, squareSum N x ≤ squareSum N (π / (2 * (N : ℝ))) := by
  refine ⟨fun x => ?_, fun x => (le_abs_self _).trans (abs_squareSum_le hN x)⟩
  have hN1 : (1 : ℝ) ≤ N := by exact_mod_cast hN
  have hN2 : (0 : ℝ) < 2 * N := by linarith
  have hp := Real.pi_pos
  rw [(hasDerivAt_squareSum N x).deriv]
  have hk := (odd_harmonic_sums N x).1
  constructor
  · rintro ⟨hx, hD⟩
    -- a vanishing slope forces 2Nx to be a multiple of π
    rw [hD, mul_zero] at hk
    obtain ⟨n, hn⟩ := Real.sin_eq_zero_iff.mp hk.symm
    have n0 : (0 : ℝ) < n :=
      (mul_pos_iff_of_pos_right hp).mp (by rw [hn]; exact mul_pos hN2 hx.1)
    have n1 : (n : ℝ) < 2 * N := by
      refine lt_of_mul_lt_mul_right ?_ hp.le
      rw [hn]
      exact mul_lt_mul_of_pos_left hx.2 hN2
    have nz : 0 ≤ n := by exact_mod_cast n0.le
    obtain ⟨j, rfl⟩ := Int.eq_ofNat_of_zero_le nz
    rw [Int.cast_natCast] at hn n0 n1
    refine ⟨j, by exact_mod_cast n0, by exact_mod_cast n1, ?_⟩
    rw [eq_div_iff hN2.ne']
    linarith
  · rintro ⟨j, hj0, hj1, hx⟩
    have j0 : (0 : ℝ) < j := by exact_mod_cast hj0
    have j1 : (j : ℝ) < 2 * N := by exact_mod_cast hj1
    have e : 2 * (N : ℝ) * x = j * π := by
      rw [hx]
      exact mul_div_cancel₀ _ hN2.ne'
    have x0 : 0 < x := by rw [hx]; exact div_pos (mul_pos j0 hp) hN2
    have x1 : x < π := by
      rw [hx, div_lt_iff₀ hN2]
      linarith [mul_lt_mul_of_pos_right j1 hp]
    rw [e, Real.sin_nat_mul_pi] at hk
    exact ⟨⟨x0, x1⟩, (mul_eq_zero.mp hk).resolve_left
      (mul_pos two_pos (Real.sin_pos_of_pos_of_lt_pi x0 x1)).ne'⟩

end

end SquareWaveGibbsPeak
```

```lean
#print axioms SquareWaveGibbsPeak.critical_points_and_global_max
```

```
'SquareWaveGibbsPeak.critical_points_and_global_max' depends on axioms: [propext, Classical.choice, Quot.sound]
```
